# The Fermi-level derivative of a defect's thermal mean charge is −b times its charge variance

The defect is modelled as a finite set of states, each with its own fixed energy and real charge, rather than as one energy per charge. Several states may therefore share a charge, which accommodates degeneracies and excited configurations. Charges are measured in units of the elementary charge, and \(b=1/k_BT\) is the inverse temperature.

```lean
import Mathlib

open Finset

namespace DefectChargeResponse

noncomputable section

variable {ι : Type*}

/-- Boltzmann weight of the defect state `i` with energy `E i` and charge `q i`,
at inverse temperature `b` and Fermi level `μ`. -/
def weight (b : ℝ) (E q : ι → ℝ) (μ : ℝ) (i : ι) : ℝ :=
  Real.exp (-b * (E i + q i * μ))

/-- The derivative of a Boltzmann weight with respect to the Fermi level is `-b` times the charge of
the state times the weight. -/
theorem hasDerivAt_weight (b : ℝ) (E q : ι → ℝ) (μ : ℝ) (i : ι) :
    HasDerivAt (fun x => weight b E q x i) (-b * q i * weight b E q μ i) μ := by
  have h : HasDerivAt (fun x : ℝ => -b * (E i + q i * x)) (-b * (q i * 1)) μ :=
    (((hasDerivAt_id' μ).const_mul (q i)).const_add (E i)).const_mul (-b)
  exact h.exp.congr_deriv (by unfold weight; ring)

variable [Fintype ι]

/-- The partition function: the sum of the Boltzmann weights of all defect states. -/
def partitionFn (b : ℝ) (E q : ι → ℝ) (μ : ℝ) : ℝ :=
  ∑ i, weight b E q μ i

/-- The equilibrium probability of the defect state `i`. -/
def prob (b : ℝ) (E q : ι → ℝ) (μ : ℝ) (i : ι) : ℝ :=
  weight b E q μ i / partitionFn b E q μ

/-- The thermal mean charge of the defect. -/
def meanCharge (b : ℝ) (E q : ι → ℝ) (μ : ℝ) : ℝ :=
  ∑ i, prob b E q μ i * q i

/-- The thermal variance of the defect charge. -/
def chargeVariance (b : ℝ) (E q : ι → ℝ) (μ : ℝ) : ℝ :=
  ∑ i, prob b E q μ i * (q i - meanCharge b E q μ) ^ 2

/-- The partition function of a defect with at least one state is positive. -/
theorem partitionFn_pos [Nonempty ι] (b : ℝ) (E q : ι → ℝ) (μ : ℝ) :
    0 < partitionFn b E q μ :=
  Finset.sum_pos (fun _ _ => Real.exp_pos _) Finset.univ_nonempty

/-- The equilibrium probabilities of the defect states sum to one. -/
theorem sum_prob [Nonempty ι] (b : ℝ) (E q : ι → ℝ) (μ : ℝ) :
    ∑ i, prob b E q μ i = 1 := by
  unfold prob
  rw [← Finset.sum_div]
  exact div_self (partitionFn_pos b E q μ).ne'

/-- The thermal average of the deviation from the mean charge vanishes. -/
theorem sum_prob_mul_deviation [Nonempty ι] (b : ℝ) (E q : ι → ℝ) (μ : ℝ) :
    ∑ i, prob b E q μ i * (q i - meanCharge b E q μ) = 0 := by
  simp_rw [mul_sub]
  rw [Finset.sum_sub_distrib, ← Finset.sum_mul, sum_prob, one_mul]
  exact sub_self _

/-- The derivative of the probability of a state with respect to the Fermi level is `-b` times that
probability times the deviation of the state's charge from the mean charge. -/
theorem hasDerivAt_prob [Nonempty ι] (b : ℝ) (E q : ι → ℝ) (μ : ℝ) (i : ι) :
    HasDerivAt (fun x => prob b E q x i)
      (-b * prob b E q μ i * (q i - meanCharge b E q μ)) μ := by
  have hne : partitionFn b E q μ ≠ 0 := (partitionFn_pos b E q μ).ne'
  have hsum : HasDerivAt (fun x => partitionFn b E q x)
      (∑ j, -b * q j * weight b E q μ j) μ :=
    HasDerivAt.fun_sum fun j _ => hasDerivAt_weight b E q μ j
  -- the derivative of the partition function is `-b` times the mean charge times
  -- the partition function
  have hval : ∑ j, -b * q j * weight b E q μ j
      = -b * meanCharge b E q μ * partitionFn b E q μ := by
    rw [meanCharge, Finset.mul_sum, Finset.sum_mul]
    refine Finset.sum_congr rfl fun j _ => ?_
    have hw : prob b E q μ j * partitionFn b E q μ = weight b E q μ j :=
      div_mul_cancel₀ _ hne
    rw [← hw]
    ring
  rw [hval] at hsum
  refine ((hasDerivAt_weight b E q μ i).fun_div hsum hne).congr_deriv ?_
  unfold prob
  field_simp
  ring

/-- Fluctuation-response relation: the derivative of the mean charge with respect to the
Fermi level is `-b` times the charge variance. -/
theorem hasDerivAt_meanCharge [Nonempty ι] (b : ℝ) (E q : ι → ℝ) (μ : ℝ) :
    HasDerivAt (meanCharge b E q) (-b * chargeVariance b E q μ) μ := by
  have h : HasDerivAt (fun x => ∑ i, prob b E q x i * q i)
      (∑ i, -b * prob b E q μ i * (q i - meanCharge b E q μ) * q i) μ :=
    HasDerivAt.fun_sum fun i _ => (hasDerivAt_prob b E q μ i).mul_const (q i)
  refine h.congr_deriv ?_
  -- split `q i` into its deviation from the mean and the mean itself
  calc ∑ i, -b * prob b E q μ i * (q i - meanCharge b E q μ) * q i
      = -b * ∑ i, prob b E q μ i * (q i - meanCharge b E q μ) ^ 2
        + -b * meanCharge b E q μ
          * ∑ i, prob b E q μ i * (q i - meanCharge b E q μ) := by
        rw [Finset.mul_sum, Finset.mul_sum, ← Finset.sum_add_distrib]
        exact Finset.sum_congr rfl fun i _ => by ring
    _ = -b * chargeVariance b E q μ := by
        rw [sum_prob_mul_deviation, mul_zero, add_zero, chargeVariance]

/-- The charge variance is positive as soon as two states carry different charges. -/
theorem chargeVariance_pos [Nonempty ι] (b : ℝ) (E q : ι → ℝ) (μ : ℝ)
    (hq : ∃ i j, q i ≠ q j) : 0 < chargeVariance b E q μ := by
  have hp : ∀ i, 0 < prob b E q μ i := fun i =>
    div_pos (Real.exp_pos _) (partitionFn_pos b E q μ)
  -- two different charges cannot both equal the mean
  have hk : ∃ k, q k ≠ meanCharge b E q μ := by
    by_contra hcon
    have hall : ∀ k, q k = meanCharge b E q μ := fun k =>
      by_contra fun hk => hcon ⟨k, hk⟩
    obtain ⟨i, j, hij⟩ := hq
    exact hij ((hall i).trans (hall j).symm)
  obtain ⟨k, hk⟩ := hk
  exact Finset.sum_pos' (fun i _ => mul_nonneg (hp i).le (sq_nonneg _))
    ⟨k, Finset.mem_univ k, mul_pos (hp k) (pow_pos_of_ne hk)⟩
where
  pow_pos_of_ne {x y : ℝ} (h : x ≠ y) : 0 < (x - y) ^ 2 :=
    lt_of_le_of_ne (sq_nonneg _) (pow_ne_zero 2 (sub_ne_zero.mpr h)).symm

/-- At positive temperature the mean charge is strictly decreasing in the Fermi level
exactly when two states carry different charges. -/
theorem meanCharge_strictAnti_iff [Nonempty ι] {b : ℝ} (hb : 0 < b) (E q : ι → ℝ) :
    StrictAnti (meanCharge b E q) ↔ ∃ i j, q i ≠ q j := by
  constructor
  · intro hs
    by_contra hcon
    have hall : ∀ i j, q i = q j := fun i j =>
      by_contra fun hij => hcon ⟨i, j, hij⟩
    obtain ⟨k⟩ := ‹Nonempty ι›
    have : Nonempty ι := ⟨k⟩
    -- with a single charge value the mean charge does not depend on the Fermi level
    have hconst : ∀ x, meanCharge b E q x = q k := by
      intro x
      calc meanCharge b E q x = ∑ i, prob b E q x i * q k :=
            Finset.sum_congr rfl fun i _ => by rw [hall i k]
        _ = q k := by rw [← Finset.sum_mul, sum_prob, one_mul]
    have hlt := hs (zero_lt_one : (0 : ℝ) < 1)
    rw [hconst, hconst] at hlt
    exact lt_irrefl _ hlt
  · intro hq
    refine strictAnti_of_deriv_neg fun x => ?_
    rw [(hasDerivAt_meanCharge b E q x).deriv]
    have := mul_pos hb (chargeVariance_pos b E q x hq)
    linarith

/-- If all charges lie between `lo` and `hi`, the charge variance is at most
a quarter of the squared width of that range. -/
theorem chargeVariance_le [Nonempty ι] (b : ℝ) (E q : ι → ℝ) (μ : ℝ) {lo hi : ℝ}
    (hlo : ∀ i, lo ≤ q i) (hhi : ∀ i, q i ≤ hi) :
    chargeVariance b E q μ ≤ (hi - lo) ^ 2 / 4 := by
  set m := meanCharge b E q μ with hm
  -- bound each squared deviation by the squared half-width of the range plus a term
  -- linear in the deviation, weighted by the probability
  have hpt : ∀ i, prob b E q μ i * (q i - m) ^ 2 ≤
      prob b E q μ i * ((hi - lo) ^ 2 / 4)
        + (lo + hi - 2 * m) * (prob b E q μ i * (q i - m)) := by
    intro i
    have hp : 0 ≤ prob b E q μ i :=
      (div_pos (Real.exp_pos _) (partitionFn_pos b E q μ)).le
    have h1 : (q i - m) ^ 2 ≤ (hi - lo) ^ 2 / 4 + (lo + hi - 2 * m) * (q i - m) := by
      nlinarith [mul_nonneg (sub_nonneg.mpr (hlo i)) (sub_nonneg.mpr (hhi i)),
        sq_nonneg (lo + hi - 2 * m)]
    calc prob b E q μ i * (q i - m) ^ 2
        ≤ prob b E q μ i * ((hi - lo) ^ 2 / 4 + (lo + hi - 2 * m) * (q i - m)) :=
          mul_le_mul_of_nonneg_left h1 hp
      _ = _ := by ring
  refine (Finset.sum_le_sum fun i _ => hpt i).trans (le_of_eq ?_)
  rw [Finset.sum_add_distrib, ← Finset.sum_mul, ← Finset.mul_sum, sum_prob, hm,
    sum_prob_mul_deviation, one_mul, mul_zero, add_zero]

/-- For two states at their transition level, where their formation energies coincide,
the charge variance is a quarter of the squared charge difference. -/
theorem chargeVariance_transition_level (b : ℝ) (E q : Fin 2 → ℝ) (μ : ℝ)
    (h : E 0 + q 0 * μ = E 1 + q 1 * μ) :
    chargeVariance b E q μ = (q 0 - q 1) ^ 2 / 4 := by
  have heq : prob b E q μ 0 = prob b E q μ 1 := by
    simp only [prob, weight, h]
  have hsum := sum_prob b E q μ
  rw [Fin.sum_univ_two] at hsum
  -- both states are occupied with probability one half
  have h0 : prob b E q μ 0 = 1 / 2 := by linarith
  have h1 : prob b E q μ 1 = 1 / 2 := by linarith
  simp only [chargeVariance, meanCharge, Fin.sum_univ_two, h0, h1]
  ring

end

end DefectChargeResponse
```

```lean
#print axioms DefectChargeResponse.hasDerivAt_meanCharge
#print axioms DefectChargeResponse.meanCharge_strictAnti_iff
#print axioms DefectChargeResponse.chargeVariance_le
#print axioms DefectChargeResponse.chargeVariance_transition_level
```

```
'DefectChargeResponse.hasDerivAt_meanCharge' depends on axioms: [propext, Classical.choice, Quot.sound]
'DefectChargeResponse.meanCharge_strictAnti_iff' depends on axioms: [propext, Classical.choice, Quot.sound]
'DefectChargeResponse.chargeVariance_le' depends on axioms: [propext, Classical.choice, Quot.sound]
'DefectChargeResponse.chargeVariance_transition_level' depends on axioms: [propext, Classical.choice, Quot.sound]
```

## States, weights and sign convention

The index type `ι` labels the states. State \(i\) has energy \(E_i\), its formation energy at \(\mu=0\), and charge \(q_i\) in units of the elementary charge. The Fermi level is \(\mu\), and \(b=1/k_BT\) is the inverse temperature. The definitions are

\[
w_i=e^{-b(E_i+q_i\mu)},\quad Z=\sum_i w_i,\quad p_i=\frac{w_i}{Z},\quad m=\sum_i p_iq_i,\quad V=\sum_i p_i(q_i-m)^2 .
\]

In Lean these are `weight`, `partitionFn`, `prob`, `meanCharge` and `chargeVariance`. The sign of \(q_i\mu\) expresses that a positively charged defect has given electrons to the reservoir, so its formation energy rises with \(\mu\).

The energies and charges do not depend on \(\mu\). Interactions between defects and the determination of \(\mu\) by charge neutrality are not part of the model.

## The response of the mean charge

Differentiating a weight gives \(w_i'=-bq_iw_i\), where the prime means \(d/d\mu\). Summing, and using \(w_i=p_iZ\), gives \(Z'=-bmZ\). There is at least one state, so \(Z>0\) and the quotient rule applies:

\[
p_i'=\frac{w_i'}{Z}-\frac{w_iZ'}{Z^2}=-b\,p_i(q_i-m).
\]

States with more than the mean charge lose probability as \(\mu\) rises, if \(b>0\). Now multiply by \(q_i=(q_i-m)+m\) and sum:

\[
m'=-b\sum_i p_i(q_i-m)^2-bm\sum_i p_i(q_i-m)=-bV.
\]

The last sum vanishes because \(\sum_i p_i=1\) and \(\sum_i p_iq_i=m\).

The theorem `hasDerivAt_meanCharge` states this for every real \(b\) and \(\mu\), with differentiability included. Its proof follows the same route: `hasDerivAt_weight` and `hasDerivAt_prob` supply \(w_i'\) and \(p_i'\), and the `calc` block splits \(q_i\) as above and removes the second sum by `sum_prob_mul_deviation`.

## When the decrease is strict

Suppose two states carry different charges. They cannot both equal \(m\), so some \(q_k\ne m\). Since \(p_k>0\), the term \(p_k(q_k-m)^2\) is positive and the others are nonnegative, hence \(V>0\). This is `chargeVariance_pos`. For \(b>0\) the derivative \(-bV\) is then negative everywhere, and `strictAnti_of_deriv_neg` turns this into strict decrease on the whole real line.

Conversely, if all charges equal one value \(q\), then \(m=q\sum_i p_i=q\) for every \(\mu\), which is not strictly decreasing. Together the two directions give `meanCharge_strictAnti_iff`. The smallest case, a single state, falls under the second: its variance is zero and its mean charge is constant.

The equivalence needs \(b>0\). At \(b=0\), two states with charges 0 and 1 both have weight 1, so the mean charge stays at \(1/2\) for every \(\mu\) although the charges differ.

## How steep the charge step can be

Let all charges lie between \(lo\) and \(hi\). Then \((q_i-lo)(hi-q_i)\ge0\), which says that the squared distance of \(q_i\) from the midpoint \(c=(lo+hi)/2\) is at most \((hi-lo)^2/4\). Expanding about \(m\) instead,

\[
(q_i-m)^2=(q_i-c)^2+2(c-m)(q_i-m)-(c-m)^2
\le\frac{(hi-lo)^2}{4}+2(c-m)(q_i-m).
\]

Averaging with the \(p_i\) removes the linear term, so \(V\le(hi-lo)^2/4\). In `chargeVariance_le`, `nlinarith` obtains the pointwise inequality from that product and the square of \(lo+hi-2m\). For \(b>0\), the slope therefore has magnitude at most \(b(hi-lo)^2/4\).

A defect with exactly two states, with \(lo\) and \(hi\) taken as the smaller and the larger of its two charges, reaches this bound on \(V\) at the transition level, where \(E_0+q_0\mu=E_1+q_1\mu\). Their weights agree, so \(p_0=p_1=1/2\) and \(m=(q_0+q_1)/2\). Both deviations have magnitude \(|q_0-q_1|/2\), and \(V=(q_0-q_1)^2/4\), as `chargeVariance_transition_level` states.

For non-interacting defects with energies \(E_i\) taken from electronic-structure calculations and held fixed as \(\mu\) varies, this gives the slope of the mean charge at a thermally rounded transition: if a defect has exactly two states and their charges differ by one, the slope at the transition level is \(-b/4\). Degenerate partners count as separate states. If the two charges still differ by one, but one of them has two states of equal energy, as for a spin doublet, and the other has one state, then where the formation energies coincide the two charges have probabilities \(2/3\) and \(1/3\), so \(V=2/9\) and the slope is \(-2b/9\). The value \(-b/4\) is then reached at a Fermi level shifted by \(k_BT\ln 2\).
